# Curie susceptibility of an LS term without spin–orbit coupling

An atomic term with orbital angular momentum $L=a/2$ and spin $S=b/2$, where $a$ and $b$ are natural numbers and $a$ is even, satisfies

$$\sum_{m=-L}^{L}\sum_{k=-S}^{S}(m+2k)^2=\frac{(2L+1)(2S+1)\,[L(L+1)+4S(S+1)]}{3},$$

with both sums in unit steps. If the term has no spin–orbit coupling and the spin $g$-factor is taken as 2, its zero-field paramagnetic susceptibility per atom, defined as the derivative of the mean magnetic moment with respect to the field $B$, is $\beta\mu_B^2[L(L+1)+4S(S+1)]/3$, where $\beta=1/(k_BT)$ is the inverse temperature and $\mu_B$ the Bohr magneton. For the ground term of a free atom this describes temperatures at which $1/\beta$ is large compared with the spin–orbit splitting, but too small to populate other terms.

## Summing the squared Zeeman factors

Write the projections as $m_i=-a/2+i$ for $i=0,\dots,a$ and $k_j=-b/2+j$ for $j=0,\dots,b$. For any shift $c$, the elementary sums of $i$ and $i^2$ give

$$\sum_{i=0}^{n}(c+i)=(n+1)\left(c+\frac n2\right),$$

$$\sum_{i=0}^{n}(c+i)^2=(n+1)\left(c^2+cn+\frac{n(2n+1)}6\right).$$

Setting $n=a$ and $c=-a/2$ makes the first sum vanish. In the second, the bracket becomes

$$\frac{a^2}{4}-\frac{a^2}{2}+\frac{a(2a+1)}{6}=\frac{a(a+2)}{12}=\frac{L(L+1)}{3}.$$

Hence $\sum_i m_i=0$ and $\sum_i m_i^2=(2L+1)L(L+1)/3$, and likewise for the spin. For a general spin $g$-factor $g$, expanding the square gives

$$\sum_{i,j}(m_i+gk_j)^2=(2S+1)\sum_i m_i^2+2g\sum_i m_i\sum_j k_j+g^2(2L+1)\sum_j k_j^2.$$

The cross term is zero, so the total is $(2L+1)(2S+1)[L(L+1)+g^2S(S+1)]/3$. The opening formula is the case $g=2$.

## From the sum to the susceptibility

In a field $B$ the product state $|m_i,k_j\rangle$ has energy $\mu_B z_{ij}B$ and magnetic moment $-\mu_B z_{ij}$ along the field, where $z_{ij}=m_i+gk_j$. The thermal average of the moment is $M=N/Z$, with

$$N(B)=\sum_{i,j}(-\mu_B z_{ij})e^{-\beta\mu_B z_{ij}B},\qquad Z(B)=\sum_{i,j}e^{-\beta\mu_B z_{ij}B}.$$

At $B=0$ every weight is 1. Therefore $Z(0)=(2L+1)(2S+1)$, $N(0)=-\mu_B\sum z_{ij}=0$ and $N'(0)=\beta\mu_B^2\sum z_{ij}^2$. The zero-field susceptibility per atom is here the derivative $M'(0)$ of the mean moment with respect to $B$, and the quotient rule gives

$$M'(0)=\frac{N'(0)Z(0)-N(0)Z'(0)}{Z(0)^2}=\frac{N'(0)}{Z(0)}=\frac{\beta\mu_B^2[L(L+1)+g^2S(S+1)]}{3}.$$

## Projections, weights and magnetization in Lean

```lean
import Mathlib

open Finset

namespace HighTemperatureMoment

noncomputable section
```

Natural numbers encode the doubled quantum numbers, which admits integer and half-integer values alike. The orbital quantum number of an atomic term is an integer, so $a$ is even there; the theorems hold for odd $a$ as well.

```lean
/-- For `i = 0, …, a`, the projection `-a/2 + i` of an angular momentum with quantum number `a/2`.
-/
def proj (a i : ℕ) : ℝ := -(a : ℝ) / 2 + i
```

The next definition is $z_{ij}$. The orbital $g$-factor is fixed at 1, while the spin factor `g` is any real number.

```lean
/-- The Zeeman factor `m + g k` of the product state with orbital projection `m` and
spin projection `k`. -/
def zeeman (g : ℝ) (a b i j : ℕ) : ℝ := proj a i + g * proj b j

/-- The Boltzmann weight `exp(-β E)` of a product state with Zeeman energy
`E = μB (m + g k) B`. -/
def boltzmann (β μB g : ℝ) (a b i j : ℕ) (B : ℝ) : ℝ :=
  Real.exp (-(β * (μB * zeeman g a b i j * B)))
```

The sign in the exponent follows from the energy $+\mu_B z_{ij}B$, and the moment below carries the opposite sign.

```lean
/-- The thermal average of the magnetic moment `-μB (m + g k)` over all product states of
the term, in a field `B` and without spin-orbit coupling. -/
def magnetization (β μB g : ℝ) (a b : ℕ) (B : ℝ) : ℝ :=
  (∑ i ∈ range (a + 1), ∑ j ∈ range (b + 1),
      (-μB * zeeman g a b i j) * boltzmann β μB g a b i j B) /
    (∑ i ∈ range (a + 1), ∑ j ∈ range (b + 1), boltzmann β μB g a b i j B)
```

`range (a + 1)` runs over $0,\dots,a$, so the double sum covers all $(2L+1)(2S+1)$ states. These definitions start from the Zeeman eigenvalues; no operators or state vectors appear. The model is a single isolated term, without crystal field, diamagnetic response or interaction between atoms.

## Sums over the projections

```lean
/-- The projections of an angular momentum sum to zero. -/
theorem sum_proj (a : ℕ) : ∑ i ∈ range (a + 1), proj a i = 0 := by
  -- a shift independent of the number of terms makes the induction work
  have h : ∀ (c : ℝ) (n : ℕ),
      ∑ i ∈ range (n + 1), (c + (i : ℝ)) = (n + 1) * (c + n / 2) := by
    intro c n
    induction n with
    | zero => simp
    | succ n ih => rw [sum_range_succ, ih]; push_cast; ring
  unfold proj
  rw [h]
  ring
```

The induction is carried out for an arbitrary shift `c`. With $c=-a/2$ built in, the shift would change along with the number of terms, and the induction hypothesis would not match. The sum of squares is treated in the same way.

```lean
/-- The squared projections of an angular momentum `L = a/2` sum to
`(2L+1) L(L+1)/3`. -/
theorem sum_proj_sq (a : ℕ) :
    ∑ i ∈ range (a + 1), proj a i ^ 2
      = ((a : ℝ) + 1) * ((a : ℝ) / 2 * ((a : ℝ) / 2 + 1)) / 3 := by
  have h : ∀ (c : ℝ) (n : ℕ), ∑ i ∈ range (n + 1), (c + (i : ℝ)) ^ 2
      = (n + 1) * (c ^ 2 + c * n + n * (2 * n + 1) / 6) := by
    intro c n
    induction n with
    | zero => simp
    | succ n ih => rw [sum_range_succ, ih]; push_cast; ring
  unfold proj
  rw [h]
  ring
```

Summing $m_i+gk_j$ over both indices uses only the vanishing of the two separate sums. This is the zero mean moment at $B=0$.

```lean
/-- The Zeeman factors of all product states of a term sum to zero. -/
theorem sum_zeeman (g : ℝ) (a b : ℕ) :
    ∑ i ∈ range (a + 1), ∑ j ∈ range (b + 1), zeeman g a b i j = 0 := by
  simp only [zeeman, sum_add_distrib, ← mul_sum, sum_proj, sum_const, card_range,
    nsmul_eq_mul, mul_zero, add_zero]

/-- The sum of `(m + g k)²` over all product states of a term with `L = a/2` and `S = b/2`
is `(2L+1)(2S+1)(L(L+1) + g² S(S+1))/3`. -/
theorem sum_zeeman_sq (g : ℝ) (a b : ℕ) (L S : ℝ) (hL : L = a / 2) (hS : S = b / 2) :
    ∑ i ∈ range (a + 1), ∑ j ∈ range (b + 1), zeeman g a b i j ^ 2
      = (2 * L + 1) * (2 * S + 1) * (L * (L + 1) + g ^ 2 * (S * (S + 1))) / 3 := by
  subst hL hS
  -- the cross term drops out of the spin sum
  have inner_sum : ∀ m : ℝ, ∑ j ∈ range (b + 1), (m + g * proj b j) ^ 2
      = ((b : ℝ) + 1) * m ^ 2
        + g ^ 2 * (((b : ℝ) + 1) * ((b : ℝ) / 2 * ((b : ℝ) / 2 + 1)) / 3) := by
    intro m
    calc ∑ j ∈ range (b + 1), (m + g * proj b j) ^ 2
        = ∑ j ∈ range (b + 1),
            (m ^ 2 + (2 * m * g) * proj b j + g ^ 2 * proj b j ^ 2) :=
          sum_congr rfl (fun _ _ => by ring)
      _ = _ := by
          rw [sum_add_distrib, sum_add_distrib, ← mul_sum, ← mul_sum, sum_proj,
            sum_proj_sq, sum_const, card_range, nsmul_eq_mul]
          push_cast
          ring
  simp only [zeeman, inner_sum]
  rw [sum_add_distrib, ← mul_sum, sum_proj_sq, sum_const, card_range, nsmul_eq_mul]
  push_cast
  ring
```

The hypotheses `hL` and `hS` tie the real numbers `L` and `S` to the number of states being summed. The auxiliary statement `inner_sum` performs the spin sum at fixed $m$, where the cross term disappears; the orbital sum follows.

```lean
/-- For `L = a/2` and `S = b/2`, the sum of `(m + 2k)²` over all projections `m` of `L` and
`k` of `S` is `(2L+1)(2S+1)(L(L+1) + 4S(S+1))/3`. -/
theorem high_temperature_moment (a b : ℕ) (L S : ℝ) (hL : L = a / 2) (hS : S = b / 2) :
    ∑ i ∈ range (a + 1), ∑ j ∈ range (b + 1), (proj a i + 2 * proj b j) ^ 2
      = (2 * L + 1) * (2 * S + 1) * (L * (L + 1) + 4 * S * (S + 1)) / 3 := by
  have h := sum_zeeman_sq 2 a b L S hL hS
  simp only [zeeman] at h
  rw [h]
  ring
```

This is the opening formula, obtained by setting $g=2$, a close approximation to the $g$-factor of the electron spin.

## The derivative at zero field

```lean
/-- The derivative of a Boltzmann weight with respect to the field, at zero field, is
`-β μB (m + g k)`. -/
theorem hasDerivAt_boltzmann (β μB g : ℝ) (a b i j : ℕ) :
    HasDerivAt (boltzmann β μB g a b i j) (-(β * μB * zeeman g a b i j)) 0 := by
  have h := ((hasDerivAt_id' (0 : ℝ)).const_mul (-(β * μB * zeeman g a b i j))).exp
  have e : boltzmann β μB g a b i j
      = fun B => Real.exp (-(β * μB * zeeman g a b i j) * B) := by
    funext B
    unfold boltzmann
    congr 1
    ring
  rw [e]
  exact h.congr_deriv (by simp)
```

By the chain rule, the derivative is the exponential itself times $-\beta\mu_B z_{ij}$, and the exponential equals 1 at $B=0$.

```lean
/-- Curie law without spin-orbit coupling: the zero-field susceptibility of a term is
`β μB² (L(L+1) + g² S(S+1))/3`, with `β` the inverse temperature. -/
theorem curie_law (β μB g : ℝ) (a b : ℕ) (L S : ℝ) (hL : L = a / 2) (hS : S = b / 2) :
    HasDerivAt (magnetization β μB g a b)
      (β * μB ^ 2 * (L * (L + 1) + g ^ 2 * (S * (S + 1))) / 3) 0 := by
  have hN : HasDerivAt (fun B => ∑ i ∈ range (a + 1), ∑ j ∈ range (b + 1),
        (-μB * zeeman g a b i j) * boltzmann β μB g a b i j B)
      (∑ i ∈ range (a + 1), ∑ j ∈ range (b + 1),
        (-μB * zeeman g a b i j) * (-(β * μB * zeeman g a b i j))) 0 :=
    HasDerivAt.fun_sum fun i _ => HasDerivAt.fun_sum fun j _ =>
      (hasDerivAt_boltzmann β μB g a b i j).const_mul _
  have hZ : HasDerivAt (fun B => ∑ i ∈ range (a + 1), ∑ j ∈ range (b + 1),
        boltzmann β μB g a b i j B)
      (∑ i ∈ range (a + 1), ∑ j ∈ range (b + 1), (-(β * μB * zeeman g a b i j))) 0 :=
    HasDerivAt.fun_sum fun i _ => HasDerivAt.fun_sum fun j _ =>
      hasDerivAt_boltzmann β μB g a b i j
  have h1 : ∀ i j, boltzmann β μB g a b i j 0 = 1 := by
    intro i j
    simp [boltzmann]
  -- at zero field all states are equally populated and the mean moment vanishes
  have hZ0 : ∑ i ∈ range (a + 1), ∑ j ∈ range (b + 1), boltzmann β μB g a b i j 0
      = ((a : ℝ) + 1) * ((b : ℝ) + 1) := by
    simp [h1]
    ring
  have hN0 : ∑ i ∈ range (a + 1), ∑ j ∈ range (b + 1),
      (-μB * zeeman g a b i j) * boltzmann β μB g a b i j 0 = 0 := by
    simp only [h1, mul_one, ← mul_sum, sum_zeeman, mul_zero]
  have hN' : ∑ i ∈ range (a + 1), ∑ j ∈ range (b + 1),
      (-μB * zeeman g a b i j) * (-(β * μB * zeeman g a b i j))
      = β * μB ^ 2 * ∑ i ∈ range (a + 1), ∑ j ∈ range (b + 1), zeeman g a b i j ^ 2 := by
    rw [mul_sum]
    refine sum_congr rfl fun i _ => ?_
    rw [mul_sum]
    exact sum_congr rfl fun j _ => by ring
  have hne : ∑ i ∈ range (a + 1), ∑ j ∈ range (b + 1), boltzmann β μB g a b i j 0 ≠ 0 := by
    rw [hZ0]
    positivity
  have ha : (a : ℝ) + 1 ≠ 0 := by positivity
  have hb : (b : ℝ) + 1 ≠ 0 := by positivity
  have ea : 2 * L + 1 = (a : ℝ) + 1 := by rw [hL]; ring
  have eb : 2 * S + 1 = (b : ℝ) + 1 := by rw [hS]; ring
  refine (hN.fun_div hZ hne).congr_deriv ?_
  simp only [hN0, hZ0, hN', zero_mul, sub_zero]
  rw [sum_zeeman_sq g a b L S hL hS, ea, eb]
  field_simp
```

The theorem states that the magnetization is differentiable at $B=0$, with the Curie expression as its derivative. In the proof, `hN` and `hZ` differentiate $N$ and $Z$ term by term, `hN0` and `hZ0` give their values at zero field, and `hN'` recognises the sum of squares in $N'(0)$. The condition `hne`, that $Z(0)\neq0$, permits the quotient rule. Spin–orbit coupling is absent from the start, so the approach to this value as a finite splitting becomes small is not treated.

```lean
/-- Spin-only formula: for `L = 0`, `S = n/2` and `g = 2` the zero-field susceptibility is
`β μB² n(n+2)/3`. -/
theorem spin_only (β μB : ℝ) (n : ℕ) :
    HasDerivAt (magnetization β μB 2 0 n) (β * μB ^ 2 * (n * (n + 2)) / 3) 0 :=
  (curie_law β μB 2 0 n 0 (n / 2) (by simp) rfl).congr_deriv (by ring)

end

end HighTemperatureMoment
```

With $L=0$ and $S=n/2$, the bracket $L(L+1)+4S(S+1)$ equals $n(n+2)$. The value $S=n/2$ is that of $n$ unpaired electrons with parallel spins. That $L=0$ is a separate assumption; it holds, for example, for a half-filled shell with all spins parallel.

```lean
#print axioms HighTemperatureMoment.high_temperature_moment
#print axioms HighTemperatureMoment.curie_law
#print axioms HighTemperatureMoment.spin_only
```

```
'HighTemperatureMoment.high_temperature_moment' depends on axioms: [propext, Classical.choice, Quot.sound]
'HighTemperatureMoment.curie_law' depends on axioms: [propext, Classical.choice, Quot.sound]
'HighTemperatureMoment.spin_only' depends on axioms: [propext, Classical.choice, Quot.sound]
```

## A ²P term in numbers

For $L=1$ and $S=1/2$ we have $a=2$ and $b=1$. The six values of $m+2k$ are $2,1,0,0,-1,-2$, and their squares sum to 10. The formula gives $3\cdot2\cdot(2+3)/3=10$, and division by the six states yields a susceptibility of $\tfrac53\beta\mu_B^2$.

A program that diagonalises the spin–orbit and Zeeman Hamiltonian of a single term can be tested against this value. With the spin–orbit constant set to zero and $g=2$, the numerical derivative of the magnetization at small field, divided by $\beta\mu_B^2$, should approach $5/3$.

If the program stores doubled quantum numbers, the relation $L=a/2$ matters. Take $a=2$ and $b=0$: the sum is $1+0+1=2$. Inserting $L=2$ in place of $L=1$ turns the right-hand side into $5\cdot6/3=10$, and the identity fails.
